# Uniqueness and a monotonicity test for the partial core density exp(a + br² + cr⁴)

A partial core density can join the true core density smoothly at a radius $r_0$, fall there as it should, and still have a hump further in, with less density at the nucleus than at some finite radius. A negative slope at $r_0$ does not rule this out. For the form $p(r)=e^{a+br^2+cr^4}$, an inequality between the matching data does.

```lean
import Mathlib

open Set

namespace PartialCoreConstruction

noncomputable section
```

## The density and its matching data

In the nonlinear core correction of pseudopotential theory, a smooth function replaces the core density inside $r_0$. Here that function is $p$, with real coefficients $a,b,c$.

```lean
/-- The partial core density `exp (a + b r² + c r⁴)` at radius `r`. -/
def partialCore (a b c r : ℝ) : ℝ := Real.exp (a + b * r ^ 2 + c * r ^ 4)
```

The data are the value $P$, slope $s$ and second derivative $t$ at $r_0$. They are arbitrary real numbers until a theorem restricts them, and they stand for what the true core density supplies.

```lean
/-- The density with coefficients `a, b, c` has value `P`, slope `s` and second derivative `t`
at the matching radius `r0`. -/
def Matches (a b c r0 P s t : ℝ) : Prop :=
  partialCore a b c r0 = P ∧ deriv (partialCore a b c) r0 = s ∧
    deriv (deriv (partialCore a b c)) r0 = t
```

The test uses the first two derivatives of $\ln p$ at $r_0$, expressed through the data: $L_1=s/P$, which is `logSlope`,

```lean
/-- The logarithmic slope `L1 = s / P`. -/
def logSlope (P s : ℝ) : ℝ := s / P
```

and $L_2=t/P-L_1^2$, which is `logCurvature`.

```lean
/-- The logarithmic curvature `L2 = t / P - L1²`. -/
def logCurvature (P s t : ℝ) : ℝ := t / P - logSlope P s ^ 2
```

## Two derivatives

Write $u(r)=a+br^2+cr^4$. The chain rule gives $p'=u'p$ with $u'=2br+4cr^3$.

```lean
/-- The radial derivative of the partial core density. -/
theorem hasDerivAt_partialCore (a b c r : ℝ) :
    HasDerivAt (partialCore a b c)
      ((2 * b * r + 4 * c * r ^ 3) * partialCore a b c r) r := by
  have h : HasDerivAt (fun x : ℝ => a + b * x ^ 2 + c * x ^ 4)
      (2 * b * r + 4 * c * r ^ 3) r :=
    ((((hasDerivAt_pow 2 r).const_mul b).const_add a).fun_add
      ((hasDerivAt_pow 4 r).const_mul c)).congr_deriv (by norm_num; ring)
  exact h.exp.congr_deriv (by simp only [partialCore]; ring)
```

The product rule then gives $p''=(u''+u'^2)p$ with $u''=2b+12cr^2$. Both theorems use `HasDerivAt`, so the `deriv` expressions in `Matches` are genuine derivatives.

```lean
/-- The second radial derivative of the partial core density. -/
theorem hasDerivAt_deriv_partialCore (a b c r : ℝ) :
    HasDerivAt (deriv (partialCore a b c))
      ((2 * b + 12 * c * r ^ 2 + (2 * b * r + 4 * c * r ^ 3) ^ 2) * partialCore a b c r) r := by
  rw [show deriv (partialCore a b c) =
      fun x => (2 * b * x + 4 * c * x ^ 3) * partialCore a b c x from
    funext fun x => (hasDerivAt_partialCore a b c x).deriv]
  have h : HasDerivAt (fun x : ℝ => 2 * b * x + 4 * c * x ^ 3) (2 * b + 12 * c * r ^ 2) r :=
    (((hasDerivAt_id' r).const_mul (2 * b)).fun_add
      ((hasDerivAt_pow 3 r).const_mul (4 * c))).congr_deriv (by norm_num; ring)
  exact (h.fun_mul (hasDerivAt_partialCore a b c r)).congr_deriv (by ring)
```

## Solving for the coefficients

Dividing the matching equations by $P>0$ leaves

$$L_1=2br_0+4cr_0^3,\qquad L_2=2b+12cr_0^2.$$

Hence $3L_1-r_0L_2=4br_0$ and $r_0L_2-L_1=8cr_0^3$, so

$$b=\frac{3L_1-r_0L_2}{4r_0},\qquad c=\frac{r_0L_2-L_1}{8r_0^3},\qquad a=\ln P-br_0^2-cr_0^4.$$

The proof reads off $L_1$, $L_2$ and $\ln P$ in one direction. In the other, `linear_combination` recovers the two linear equations from the closed formulas.

```lean
/-- For positive `r0` and `P`, the matching conditions at `r0` are equivalent to closed formulas for
the three coefficients in terms of `r0`, `log P` and the logarithmic slope and curvature. -/
theorem matches_iff {a b c r0 P s t : ℝ} (hr : 0 < r0) (hP : 0 < P) :
    Matches a b c r0 P s t ↔
      a = Real.log P - b * r0 ^ 2 - c * r0 ^ 4 ∧
      b = (3 * logSlope P s - r0 * logCurvature P s t) / (4 * r0) ∧
      c = (r0 * logCurvature P s t - logSlope P s) / (8 * r0 ^ 3) := by
  have h4 : 4 * r0 ≠ 0 := by positivity
  have h8 : 8 * r0 ^ 3 ≠ 0 := by positivity
  unfold Matches
  rw [(hasDerivAt_partialCore a b c r0).deriv, (hasDerivAt_deriv_partialCore a b c r0).deriv]
  constructor
  · rintro ⟨h0, h1, h2⟩
    rw [h0] at h1 h2
    -- read off the derivatives of the exponent
    have hL1 : logSlope P s = 2 * b * r0 + 4 * c * r0 ^ 3 := by
      rw [logSlope, ← h1, mul_div_cancel_right₀ _ hP.ne']
    have hL2 : logCurvature P s t = 2 * b + 12 * c * r0 ^ 2 := by
      rw [logCurvature, hL1, ← h2, mul_div_cancel_right₀ _ hP.ne']
      ring
    have h3 : Real.log P = a + b * r0 ^ 2 + c * r0 ^ 4 := by
      rw [← h0, partialCore, Real.log_exp]
    refine ⟨by linarith, ?_, ?_⟩
    · rw [hL1, hL2, eq_div_iff h4]; ring
    · rw [hL1, hL2, eq_div_iff h8]; ring
  · rintro ⟨ha, hb, hc⟩
    rw [eq_div_iff h4] at hb
    rw [eq_div_iff h8] at hc
    have h3 : a + b * r0 ^ 2 + c * r0 ^ 4 = Real.log P := by linarith
    have h0 : partialCore a b c r0 = P := by rw [partialCore, h3, Real.exp_log hP]
    have hL1 : 2 * b * r0 + 4 * c * r0 ^ 3 = logSlope P s := by
      linear_combination (hb + hc) / 2
    have hL2 : 2 * b + 12 * c * r0 ^ 2 = logCurvature P s t :=
      mul_left_cancel₀ hr.ne' (by linear_combination hb / 2 + 3 / 2 * hc)
    refine ⟨h0, ?_, ?_⟩
    · rw [h0, hL1, logSlope]; field_simp
    · rw [h0, hL2, hL1, logCurvature, sub_add_cancel]; field_simp
```

Exactly one triple $(a,b,c)$ therefore matches, whatever the signs of $s$ and $t$. In Lean this is `∃!` over triples of reals: the formulas supply a triple, and any other matching triple must obey them.

```lean
/-- For a positive radius and a positive value, exactly one choice of coefficients reproduces
the prescribed value, slope and second derivative. -/
theorem existsUnique_matches {r0 P : ℝ} (s t : ℝ) (hr : 0 < r0) (hP : 0 < P) :
    ∃! x : ℝ × ℝ × ℝ, Matches x.1 x.2.1 x.2.2 r0 P s t := by
  let B := (3 * logSlope P s - r0 * logCurvature P s t) / (4 * r0)
  let C := (r0 * logCurvature P s t - logSlope P s) / (8 * r0 ^ 3)
  refine ⟨(Real.log P - B * r0 ^ 2 - C * r0 ^ 4, B, C),
    (matches_iff hr hP).mpr ⟨rfl, rfl, rfl⟩, ?_⟩
  rintro ⟨a, b, c⟩ h
  have h' : Matches a b c r0 P s t := h
  obtain ⟨ha, hb, hc⟩ := (matches_iff hr hP).mp h'
  have hb' : b = B := hb
  have hc' : c = C := hc
  rw [ha, hb', hc']
```

For example, take $r_0=P=1$, $s=-1$, $t=-4$. Then $L_1=-1$, $L_2=-5$, and $a=0$, $b=\tfrac12$, $c=-\tfrac12$. The density $e^{(r^2-r^4)/2}$ equals 1 at both $r=0$ and $r=1$, with a maximum $e^{1/8}\approx1.13$ at $r=1/\sqrt2$. With $t=0$ instead, $L_2=-1$ and the match is the decreasing Gaussian $e^{(1-r^2)/2}$.

## Comparing two radii

For $0\le x<y$,

$$u(y)-u(x)=(y^2-x^2)\,\bigl(b+c(x^2+y^2)\bigr).$$

The first factor is positive and the exponential is increasing, so the sign of the second factor orders the two densities.

```lean
/-- For radii `0 ≤ x < y`, the sign of `b + c (x² + y²)` decides at which of the two the
density is larger. -/
theorem partialCore_compare (a b c : ℝ) {x y : ℝ} (hx : 0 ≤ x) (hxy : x < y) :
    (partialCore a b c y < partialCore a b c x ↔ b + c * (x ^ 2 + y ^ 2) < 0) ∧
    (partialCore a b c x < partialCore a b c y ↔ 0 < b + c * (x ^ 2 + y ^ 2)) := by
  have hd : 0 < y ^ 2 - x ^ 2 := by nlinarith
  have e : (a + b * y ^ 2 + c * y ^ 4) - (a + b * x ^ 2 + c * x ^ 4) =
      (y ^ 2 - x ^ 2) * (b + c * (x ^ 2 + y ^ 2)) := by ring
  simp only [partialCore, Real.exp_lt_exp]
  refine ⟨⟨fun h => ?_, fun h => ?_⟩, ⟨fun h => ?_, fun h => ?_⟩⟩
  · by_contra hn
    linarith [mul_nonneg hd.le (not_lt.mp hn)]
  · linarith [mul_neg_of_pos_of_neg hd h]
  · by_contra hn
    linarith [mul_nonneg hd.le (neg_nonneg.mpr (not_lt.mp hn))]
  · linarith [mul_pos hd h]
```

At $r_0$ the slope is $s=2r_0(b+2cr_0^2)\,p(r_0)$. Since $r_0$ and $p(r_0)$ are positive, $s<0$ forces $b+2cr_0^2<0$.

```lean
/-- A negative slope at `r0` means `b + 2 c r0² < 0`. -/
theorem end_neg {a b c r0 P s t : ℝ} (hr : 0 < r0) (hs : s < 0)
    (h : Matches a b c r0 P s t) : b + 2 * c * r0 ^ 2 < 0 := by
  have h1 := h.2.1
  rw [(hasDerivAt_partialCore a b c r0).deriv] at h1
  have hp : 0 < partialCore a b c r0 := Real.exp_pos _
  by_contra hn
  nlinarith [mul_nonneg (not_lt.mp hn) (mul_pos hr hp).le]
```

## The hump when $r_0L_2<3L_1$

Keep the assumption $s<0$, so that $b+2cr_0^2<0$. The inequality $r_0L_2<3L_1$ gives $b>0$, and therefore $c<0$. Set $m=\sqrt{-b/(2c)}$, so that $b+2cm^2=0$; comparison with $r_0$ gives $m<r_0$. If $0\le x<y\le m$, then $x^2+y^2<2m^2$ and $b+c(x^2+y^2)>0$, so the density rises. If $m\le x<y\le r_0$, both inequalities reverse and it falls. The calls to `nlinarith` carry out these sign comparisons.

```lean
/-- If the slope at `r0` is negative and `r0 L2 < 3 L1`, the matched density rises from the origin
up to a radius `m` inside `(0, r0)` and falls from there to `r0`. -/
theorem exists_interior_peak {a b c r0 P s t : ℝ} (hr : 0 < r0) (hP : 0 < P) (hs : s < 0)
    (h : Matches a b c r0 P s t) (hL : r0 * logCurvature P s t < 3 * logSlope P s) :
    ∃ m ∈ Ioo 0 r0, StrictMonoOn (partialCore a b c) (Icc 0 m) ∧
      StrictAntiOn (partialCore a b c) (Icc m r0) := by
  have he := end_neg hr hs h
  obtain ⟨-, hb, -⟩ := (matches_iff hr hP).mp h
  have hb0 : 0 < b := by
    rw [hb]; exact div_pos (by linarith) (by positivity)
  have hc : c < 0 := by
    by_contra hn
    nlinarith [mul_nonneg (not_lt.mp hn) (sq_nonneg r0)]
  -- the stationary radius of the exponent
  obtain ⟨m, hm, hm2⟩ : ∃ m : ℝ, 0 < m ∧ b + 2 * c * m ^ 2 = 0 := by
    have hq : 0 < b / (-2 * c) := div_pos hb0 (by linarith)
    have hcn : c ≠ 0 := hc.ne
    have hq2 : b / (-2 * c) * (-2 * c) = b := by field_simp
    refine ⟨√(b / (-2 * c)), Real.sqrt_pos.mpr hq, ?_⟩
    rw [Real.sq_sqrt hq.le]
    linarith
  have hmr : m < r0 := by
    by_contra hn
    have h2 : r0 ^ 2 ≤ m ^ 2 := pow_le_pow_left₀ hr.le (not_lt.mp hn) 2
    nlinarith [mul_nonneg (neg_pos.mpr hc).le (sub_nonneg.mpr h2)]
  refine ⟨m, ⟨hm, hmr⟩, ?_, ?_⟩
  · intro x hx y hy hxy
    apply (partialCore_compare a b c hx.1 hxy).2.mpr
    have h1 : x ^ 2 < y ^ 2 := pow_lt_pow_left₀ hxy hx.1 (by norm_num)
    have h2 : y ^ 2 ≤ m ^ 2 := pow_le_pow_left₀ hy.1 hy.2 2
    have hw : x ^ 2 + y ^ 2 < 2 * m ^ 2 := by linarith
    nlinarith [mul_pos (neg_pos.mpr hc) (sub_pos.mpr hw)]
  · intro x hx y hy hxy
    have hx0 : 0 ≤ x := hm.le.trans hx.1
    apply (partialCore_compare a b c hx0 hxy).1.mpr
    have h1 : x ^ 2 < y ^ 2 := pow_lt_pow_left₀ hxy hx0 (by norm_num)
    have h2 : m ^ 2 ≤ x ^ 2 := pow_le_pow_left₀ hm.le hx.1 2
    have hw : 2 * m ^ 2 < x ^ 2 + y ^ 2 := by linarith
    nlinarith [mul_pos (neg_pos.mpr hc) (sub_pos.mpr hw)]
```

## The monotonicity criterion

If $p$ decreases strictly on $(0,r_0]$, the hump is impossible, because the density would rise from $m/2$ to $m$. Hence $r_0L_2\ge3L_1$.

Conversely, that inequality gives $b\le0$. For $0<x<y\le r_0$, put $w=x^2+y^2$, so $0<w\le2r_0^2$, and

$$2r_0^2(b+cw)=(2r_0^2-w)\,b+w\,(b+2cr_0^2)<0.$$

The first term is at most zero and the second is negative, so $p(y)<p(x)$. The final `linarith` combines these same products.

In the statement, `Ioc 0 r0` is $(0,r_0]$ and `StrictAntiOn` means strictly decreasing there.

```lean
/-- A partial core density matched with negative slope at `r0` is strictly decreasing on
`(0, r0]` if and only if `r0 L2 ≥ 3 L1`. -/
theorem strictAntiOn_iff {a b c r0 P s t : ℝ} (hr : 0 < r0) (hP : 0 < P) (hs : s < 0)
    (h : Matches a b c r0 P s t) :
    StrictAntiOn (partialCore a b c) (Ioc 0 r0) ↔
      3 * logSlope P s ≤ r0 * logCurvature P s t := by
  constructor
  · intro hanti
    by_contra hn
    -- otherwise the density rises between m / 2 and m
    obtain ⟨m, ⟨hm, hmr⟩, hmono, -⟩ := exists_interior_peak hr hP hs h (not_le.mp hn)
    have h1 := hmono (a := m / 2) ⟨by linarith, by linarith⟩ (b := m) ⟨hm.le, le_rfl⟩
      (by linarith)
    have h2 := hanti (a := m / 2) ⟨by linarith, by linarith⟩ (b := m) ⟨hm, hmr.le⟩
      (by linarith)
    exact lt_asymm h1 h2
  · intro hL x hx y hy hxy
    have he := end_neg hr hs h
    obtain ⟨-, hb, -⟩ := (matches_iff hr hP).mp h
    have hb0 : b ≤ 0 := by
      rw [hb]; exact div_nonpos_of_nonpos_of_nonneg (by linarith) (by positivity)
    apply (partialCore_compare a b c hx.1.le hxy).1.mpr
    have h1 : x ^ 2 ≤ r0 ^ 2 := pow_le_pow_left₀ hx.1.le hx.2 2
    have h2 : y ^ 2 ≤ r0 ^ 2 := pow_le_pow_left₀ hy.1.le hy.2 2
    have hw : 0 < x ^ 2 + y ^ 2 := by nlinarith [pow_pos hx.1 2, sq_nonneg y]
    have hw2 : 0 ≤ 2 * r0 ^ 2 - (x ^ 2 + y ^ 2) := by linarith
    -- interpolate linearly in x² + y² between 0 and 2 r0²
    by_contra hn
    linarith [mul_nonneg hw2 (neg_nonneg.mpr hb0), mul_pos hw (neg_pos.mpr he),
      mul_nonneg (sq_nonneg r0) (not_lt.mp hn)]

end

end PartialCoreConstruction
```

The hypothesis $s<0$ is needed: with $r_0=P=1$ and $s=t=0$, the matched density is the constant 1 and the inequality reads $0\le0$, yet nothing decreases.

When a pseudopotential is generated with this three-coefficient form, the criterion detects a hump from the data at $r_0$ alone; it says nothing about the density beyond $r_0$ or the accuracy of the resulting exchange-correlation energy.

```lean
#print axioms PartialCoreConstruction.hasDerivAt_deriv_partialCore
#print axioms PartialCoreConstruction.existsUnique_matches
#print axioms PartialCoreConstruction.strictAntiOn_iff
```

```
'PartialCoreConstruction.hasDerivAt_deriv_partialCore' depends on axioms: [propext, Classical.choice, Quot.sound]
'PartialCoreConstruction.existsUnique_matches' depends on axioms: [propext, Classical.choice, Quot.sound]
'PartialCoreConstruction.strictAntiOn_iff' depends on axioms: [propext, Classical.choice, Quot.sound]
```
